# Dipole change of a nonzero, neutral difference density on finitely many points: displaced charge times barycentre separation

Let dᵢ be real numbers, not all zero, attached to finitely many points rᵢ of R³, with ∑ᵢ dᵢ = 0. Write gᵢ = max(dᵢ, 0) for the gain and lᵢ = max(−dᵢ, 0) for the loss at point i, and q = ∑ᵢ gᵢ for the displaced charge. Then q > 0, and the dipole change μ = ∑ᵢ dᵢ rᵢ satisfies

μ = q (R₊ − R₋),  |μ| ≤ q L.

Here R₊ and R₋ are the barycentres of gain and loss, and L is the largest distance between any two of the points. The bound is attained exactly when all gain sits at one position and all loss at one position, with these positions a distance L apart.

## Checking charge-transfer output

A code that compares two electronic states may report q, the barycentre separation and the dipole change. For a neutral difference density on finitely many points, the identity ties these three outputs together; as a vector equation it also tests the sign of a nonzero dipole change. When d counts electrons, the electric dipole change is −e μ, with e the elementary charge, so the sign of a reported electric dipole change must be reversed before the comparison. The bound is a coarser check: it can expose a unit error that makes the dipole too large, but it does not see the sign. On a grid with positive quadrature weights, dᵢ is the density difference at point i multiplied by the weight of that point.

Neutrality should be tested first. Moving the origin to o changes μ by −(∑ᵢ dᵢ) o, so a residual total charge makes the dipole depend on the origin.

## From gain–loss pairs to the bound

At every point gᵢ − lᵢ = dᵢ: one of gᵢ and lᵢ is zero, and the other is |dᵢ|. Summing over i and using neutrality gives

∑ᵢ lᵢ = ∑ᵢ gᵢ = q.

Numbers that sum to zero and are not all zero include a positive one, say dₐ, and a negative one. Hence q ≥ dₐ > 0, and both barycentres can be normalised by q:

R₊ = (1/q) ∑ᵢ gᵢ rᵢ,  R₋ = (1/q) ∑ᵢ lᵢ rᵢ.

Splitting d into gain and loss yields the identity:

μ = ∑ᵢ gᵢ rᵢ − ∑ᵢ lᵢ rᵢ = q R₊ − q R₋.

For the bound, multiply μ by q, writing q as the total loss in the first term and as the total gain in the second:

q μ = (∑ⱼ lⱼ) ∑ᵢ gᵢ rᵢ − (∑ᵢ gᵢ) ∑ⱼ lⱼ rⱼ = ∑ᵢ ∑ⱼ gᵢ lⱼ (rᵢ − rⱼ).

The weights gᵢ lⱼ are nonnegative and add up to q². The triangle inequality gives

q |μ| ≤ ∑ᵢ ∑ⱼ gᵢ lⱼ |rᵢ − rⱼ| ≤ q² L,

and division by q finishes the argument.

Now suppose |μ| = q L, and set v = μ/q, so that |v| = L. The inner product of the pair identity with v reads

q² |v|² = ∑ᵢ ∑ⱼ gᵢ lⱼ (rᵢ − rⱼ)·v.

Since the weights sum to q², this is the same as

∑ᵢ ∑ⱼ gᵢ lⱼ (|v|² − (rᵢ − rⱼ)·v) = 0.

By Cauchy–Schwarz, (rᵢ − rⱼ)·v ≤ |rᵢ − rⱼ| |v| ≤ |v|², so no term is negative and every term vanishes. If i gains and j loses, the weight is positive, hence (rᵢ − rⱼ)·v = |v|² and

|rᵢ − rⱼ − v|² = |rᵢ − rⱼ|² − 2|v|² + |v|² ≤ L² − L² = 0.

Every gain–loss pair therefore has the same displacement v. Fixing j puts all gain at one position; fixing i does the same for the loss. Conversely, if all gain is at A and all loss at B with |A − B| = L, then μ = q(A − B) has norm q L.

## Three points with numbers

Take r₁ = (0, 0, 0), r₂ = (3, 0, 0), r₃ = (0, 4, 0) and d = (−0.5, 0.3, 0.2). Then q = 0.5, R₋ = (0, 0, 0) and

R₊ = (0.9, 0.8, 0)/0.5 = (1.8, 1.6, 0).

The identity gives μ = (0.9, 0.8, 0), as does the direct sum. Its norm is √1.45 ≈ 1.20. The largest distance is 5, between the two gain points, so the bound is 2.5. It is not attained, because the gain occupies two positions.

## The Lean file

```lean
import Mathlib

open scoped InnerProductSpace

namespace DifferenceDensityDipole

noncomputable section

/-- Position vectors in three-dimensional space. -/
abbrev Space := EuclideanSpace ℝ (Fin 3)

/-- The density gained at each point: the positive part of the difference density. -/
def gain {ι : Type*} (d : ι → ℝ) (i : ι) : ℝ := max (d i) 0

/-- The density lost at each point: the negative part of the difference density. -/
def loss {ι : Type*} (d : ι → ℝ) (i : ι) : ℝ := max (-d i) 0

/-- The difference density is gain minus loss at every point. -/
theorem gain_sub_loss {ι : Type*} (d : ι → ℝ) (i : ι) : gain d i - loss d i = d i := by
  unfold gain loss
  rcases le_total (d i) 0 with h | h
  · rw [max_eq_right h, max_eq_left (by linarith)]
    ring
  · rw [max_eq_left h, max_eq_right (by linarith)]
    ring

variable {ι : Type*} [Fintype ι]

/-- The displaced charge: the total of the positive part of the difference density. -/
def displaced (d : ι → ℝ) : ℝ := ∑ i, gain d i

/-- The dipole change, in units of the carrier charge times the unit of length. -/
def dipole (d : ι → ℝ) (r : ι → Space) : Space := ∑ i, d i • r i

/-- The barycentre of the points `r` with weights `w`; by convention it is the zero vector when the
weights sum to zero. -/
def barycentre (w : ι → ℝ) (r : ι → Space) : Space := (∑ i, w i)⁻¹ • ∑ i, w i • r i

/-- The largest interpoint distance, as the diameter of the set of points. -/
def extent (r : ι → Space) : ℝ := Metric.diam (Set.range r)

/-- Moving the origin to `o` subtracts the total charge times `o` from the dipole. -/
theorem dipole_shift (d : ι → ℝ) (r : ι → Space) (o : Space) :
    dipole d (fun i => r i - o) = dipole d r - (∑ i, d i) • o := by
  simp only [dipole, smul_sub, Finset.sum_sub_distrib, Finset.sum_smul]

/-- If the difference density sums to zero, the total loss equals the displaced charge. -/
theorem loss_total {d : ι → ℝ} (h : ∑ i, d i = 0) : ∑ i, loss d i = displaced d := by
  have h1 : ∑ i, (gain d i - loss d i) = 0 := by
    simp only [gain_sub_loss]
    exact h
  rw [Finset.sum_sub_distrib] at h1
  unfold displaced
  linarith

/-- A nonzero difference density with zero sum has a point of gain and a point of loss. -/
theorem exists_gain_loss {d : ι → ℝ} (h : ∑ i, d i = 0) (hd : d ≠ 0) :
    ∃ i j, 0 < d i ∧ d j < 0 := by
  obtain ⟨k, hk⟩ := Function.ne_iff.1 hd
  have hk' : d k ≠ 0 := hk
  obtain ⟨i, -, hi⟩ := Finset.exists_pos_of_sum_zero_of_exists_nonzero d h
    ⟨k, Finset.mem_univ k, hk'⟩
  have hn : ∑ i, (-d i) = 0 := by rw [Finset.sum_neg_distrib, h, neg_zero]
  obtain ⟨j, -, hj⟩ := Finset.exists_pos_of_sum_zero_of_exists_nonzero (fun i => -d i) hn
    ⟨k, Finset.mem_univ k, neg_ne_zero.2 hk'⟩
  exact ⟨i, j, hi, neg_pos.1 hj⟩

/-- If the difference density sums to zero, the displaced charge times the dipole change is a sum
over all pairs of a gain point and a loss point, each displacement weighted by the product of gain
and loss. -/
theorem pair_sum {d : ι → ℝ} (h : ∑ i, d i = 0) (r : ι → Space) :
    displaced d • dipole d r = ∑ i, ∑ j, (gain d i * loss d j) • (r i - r j) := by
  have hs : dipole d r = ∑ i, gain d i • r i - ∑ i, loss d i • r i := by
    rw [← Finset.sum_sub_distrib]
    refine Finset.sum_congr rfl fun i _ => ?_
    rw [← sub_smul, gain_sub_loss]
  have e : ∀ i, ∑ j, (gain d i * loss d j) • (r i - r j)
      = displaced d • (gain d i • r i) - gain d i • ∑ j, loss d j • r j := by
    intro i
    rw [← loss_total h, Finset.sum_smul, Finset.smul_sum, ← Finset.sum_sub_distrib]
    refine Finset.sum_congr rfl fun j _ => ?_
    module
  have hq : ∑ i, gain d i = displaced d := rfl
  rw [Finset.sum_congr rfl fun i _ => e i, Finset.sum_sub_distrib, ← Finset.smul_sum,
    ← Finset.sum_smul, hq, hs, smul_sub]

/-- If the difference density sums to zero, the pair weights, each multiplied by a constant `c`, add
up to the square of the displaced charge times `c`. -/
theorem pair_weight {d : ι → ℝ} (h : ∑ i, d i = 0) (c : ℝ) :
    ∑ i, ∑ j, gain d i * loss d j * c = displaced d * displaced d * c := by
  have hq : displaced d * displaced d = (∑ i, gain d i) * ∑ j, loss d j := by
    rw [loss_total h]
    rfl
  rw [hq, Finset.sum_mul_sum, Finset.sum_mul]
  exact Finset.sum_congr rfl fun i _ => (Finset.sum_mul _ _ _).symm

/-- For a nonzero difference density with zero sum, the displaced charge is positive, the dipole
change is this charge times the separation of the barycentres of gain and loss, and its norm is
at most this charge times the largest interpoint distance. -/
theorem dipole_eq_and_bound {d : ι → ℝ} (h : ∑ i, d i = 0) (hd : d ≠ 0) (r : ι → Space) :
    0 < displaced d ∧
    dipole d r = displaced d • (barycentre (gain d) r - barycentre (loss d) r) ∧
    ‖dipole d r‖ ≤ displaced d * extent r := by
  obtain ⟨a, b, ha, -⟩ := exists_gain_loss h hd
  have hq : 0 < displaced d :=
    Finset.sum_pos' (fun i _ => le_max_right _ _)
      ⟨a, Finset.mem_univ a, lt_max_of_lt_left ha⟩
  refine ⟨hq, ?_, ?_⟩
  · have hg : ∑ i, gain d i = displaced d := rfl
    unfold barycentre
    rw [loss_total h, hg, smul_sub, smul_inv_smul₀ hq.ne', smul_inv_smul₀ hq.ne',
      ← Finset.sum_sub_distrib]
    refine Finset.sum_congr rfl fun i _ => ?_
    rw [← sub_smul, gain_sub_loss]
  · -- triangle inequality over the gain-loss pairs
    have h1 : displaced d * ‖dipole d r‖ ≤ displaced d * (displaced d * extent r) := by
      rw [← mul_assoc, ← pair_weight h, ← Real.norm_of_nonneg hq.le, ← norm_smul,
          pair_sum h]
      refine (norm_sum_le _ _).trans (Finset.sum_le_sum fun i _ => ?_)
      refine (norm_sum_le _ _).trans (Finset.sum_le_sum fun j _ => ?_)
      have hw : 0 ≤ gain d i * loss d j := mul_nonneg (le_max_right _ _) (le_max_right _ _)
      rw [norm_smul, Real.norm_of_nonneg hw, ← dist_eq_norm]
      exact mul_le_mul_of_nonneg_left (Metric.dist_le_diam_of_mem
        (Set.finite_range r).isBounded ⟨i, rfl⟩ ⟨j, rfl⟩) hw
    exact le_of_mul_le_mul_left h1 hq

/-- For a nonzero difference density with zero sum, the bound is attained exactly when all gain sits
at one position and all loss at one position, and the distance between these positions is the
largest interpoint distance. -/
theorem bound_attained_iff {d : ι → ℝ} (h : ∑ i, d i = 0) (hd : d ≠ 0) (r : ι → Space) :
    ‖dipole d r‖ = displaced d * extent r ↔
    ∃ i j, 0 < d i ∧ d j < 0 ∧ dist (r i) (r j) = extent r ∧
      ∀ k, (0 < d k → r k = r i) ∧ (d k < 0 → r k = r j) := by
  obtain ⟨hq, -, -⟩ := dipole_eq_and_bound h hd r
  constructor
  · intro he
    obtain ⟨v, hv⟩ : ∃ v, dipole d r = displaced d • v :=
      ⟨(displaced d)⁻¹ • dipole d r, (smul_inv_smul₀ hq.ne' _).symm⟩
    rw [hv, norm_smul, Real.norm_of_nonneg hq.le] at he
    have hn : ‖v‖ = extent r := mul_left_cancel₀ hq.ne' he
    have hD : ∀ i j, ‖r i - r j‖ ≤ ‖v‖ := fun i j => by
      rw [hn, ← dist_eq_norm]
      exact Metric.dist_le_diam_of_mem (Set.finite_range r).isBounded ⟨i, rfl⟩ ⟨j, rfl⟩
    -- every pair term is nonnegative by Cauchy-Schwarz, and the terms sum to zero
    have h0 : ∀ i j, 0 ≤ gain d i * loss d j * (‖v‖ ^ 2 - ⟪r i - r j, v⟫_ℝ) := fun i j => by
      refine mul_nonneg (mul_nonneg (le_max_right _ _) (le_max_right _ _)) ?_
      nlinarith [real_inner_le_norm (r i - r j) v, hD i j, norm_nonneg v]
    have hs : ∑ i, ∑ j, gain d i * loss d j * (‖v‖ ^ 2 - ⟪r i - r j, v⟫_ℝ) = 0 := by
      have h2 := congrArg (fun x => ⟪x, v⟫_ℝ) (pair_sum h r)
      simp only [hv, sum_inner, real_inner_smul_left, real_inner_self_eq_norm_sq] at h2
      simp only [mul_sub, Finset.sum_sub_distrib]
      rw [pair_weight h, ← h2]
      ring
    have hp : ∀ i j, 0 < d i → d j < 0 → r i - r j = v := by
      intro i j hi hj
      have h3 := (Finset.sum_eq_zero_iff_of_nonneg
        (fun i _ => Finset.sum_nonneg fun j _ => h0 i j)).1 hs i (Finset.mem_univ i)
      have h4 := (Finset.sum_eq_zero_iff_of_nonneg (fun j _ => h0 i j)).1 h3 j
        (Finset.mem_univ j)
      have hw : 0 < gain d i * loss d j :=
        mul_pos (lt_max_of_lt_left hi) (lt_max_of_lt_left (neg_pos.2 hj))
      have h5 := (mul_eq_zero.1 h4).resolve_left hw.ne'
      have h6 := norm_sub_sq_real (r i - r j) v
      have h7 : ‖r i - r j - v‖ ^ 2 = 0 := by
        refine le_antisymm ?_ (sq_nonneg _)
        nlinarith [hD i j, norm_nonneg (r i - r j), norm_nonneg v]
      exact sub_eq_zero.1 (norm_eq_zero.1 (pow_eq_zero_iff two_ne_zero |>.1 h7))
    obtain ⟨i, j, hi, hj⟩ := exists_gain_loss h hd
    refine ⟨i, j, hi, hj, by rw [dist_eq_norm, hp i j hi hj, hn], fun k => ⟨fun hk => ?_,
      fun hk => ?_⟩⟩
    · exact sub_left_injective ((hp k j hk hj).trans (hp i j hi hj).symm)
    · exact sub_right_injective ((hp i k hi hk).trans (hp i j hi hj).symm)
  · rintro ⟨i, j, -, -, hij, hk⟩
    -- the dipole is the displaced charge times the single displacement
    have hv : dipole d r = displaced d • (r i - r j) := by
      have h1 : ∀ k, d k • r k = gain d k • r i - loss d k • r j := by
        intro k
        rcases lt_trichotomy (d k) 0 with hn | hz | hp
        · rw [(hk k).2 hn, gain, loss, max_eq_right hn.le, max_eq_left (by linarith)]
          module
        · simp [gain, loss, hz]
        · rw [(hk k).1 hp, gain, loss, max_eq_left hp.le, max_eq_right (by linarith)]
          module
      have hg : ∑ i, gain d i = displaced d := rfl
      rw [dipole, Finset.sum_congr rfl fun k _ => h1 k, Finset.sum_sub_distrib,
        ← Finset.sum_smul, ← Finset.sum_smul, loss_total h, hg, smul_sub]
    rw [hv, norm_smul, Real.norm_of_nonneg hq.le, ← dist_eq_norm, hij]

/-- Transfer of a charge `q > 0` from site `b` to site `a` has displaced charge `q` and dipole
change `q (a - b)`, and it attains the bound. -/
theorem two_site_transfer {q : ℝ} (hq : 0 < q) (a b : Space) :
    displaced ![q, -q] = q ∧ dipole ![q, -q] ![a, b] = q • (a - b) ∧
    ‖dipole ![q, -q] ![a, b]‖ = displaced ![q, -q] * extent ![a, b] := by
  have h1 : displaced ![q, -q] = q := by
    simp [displaced, gain, Fin.sum_univ_two, hq.le]
  have h2 : dipole ![q, -q] ![a, b] = q • (a - b) := by
    simp [dipole, Fin.sum_univ_two, sub_eq_add_neg]
  have h3 : Set.range ![a, b] = {a, b} := by
    ext x
    simp only [Set.mem_range, Fin.exists_fin_two, Set.mem_insert_iff, Set.mem_singleton_iff]
    exact or_congr eq_comm eq_comm
  refine ⟨h1, h2, ?_⟩
  rw [h1, h2, extent, h3, Metric.diam_pair, norm_smul, Real.norm_of_nonneg hq.le, dist_eq_norm]

end

end DifferenceDensityDipole
```

```lean
#print axioms DifferenceDensityDipole.dipole_shift
#print axioms DifferenceDensityDipole.dipole_eq_and_bound
#print axioms DifferenceDensityDipole.bound_attained_iff
#print axioms DifferenceDensityDipole.two_site_transfer
```

```
'DifferenceDensityDipole.dipole_shift' depends on axioms: [propext, Classical.choice, Quot.sound]
'DifferenceDensityDipole.dipole_eq_and_bound' depends on axioms: [propext, Classical.choice, Quot.sound]
'DifferenceDensityDipole.bound_attained_iff' depends on axioms: [propext, Classical.choice, Quot.sound]
'DifferenceDensityDipole.two_site_transfer' depends on axioms: [propext, Classical.choice, Quot.sound]
```

## How the theorems read, and their scope

The finite type `ι` labels the points, `d : ι → ℝ` is the difference density and `r : ι → Space` gives the positions, which may coincide. The definitions `displaced`, `dipole` and `extent` are q, μ and L; `barycentre` divides by the total weight. The hypotheses `h` and `hd` state neutrality and that d is not identically zero. Neutrality stands for conservation of the number of carriers between the two states.

`dipole_eq_and_bound` states positivity, identity and bound together. `exists_gain_loss` supplies the gain point that makes q positive, and `loss_total` lets q cancel in both barycentres. The bound combines `pair_sum` and `pair_weight` with two uses of `norm_sum_le`, one for each summation.

In `bound_attained_iff`, `h0` is the Cauchy–Schwarz step, `hs` the vanishing sum and `hp` the common displacement. The converse splits on the sign of each `d k`. `dipole_shift` is the origin rule and needs no neutrality. `two_site_transfer` shows that moving q > 0 from b to a attains the bound, even when a = b and both sides are zero.

Several conventions matter when comparing with program output:

- The dipole is in units of the carrier charge times the unit of length. For electrons, the electric dipole change points from gain to loss.
- Both states share the same points, and only the carriers are counted. If the nuclei move between the two states, their own contribution to the dipole change is not included.
- `extent` includes points where d is zero. On a large grid, L is the size of the grid; keeping only the points with nonzero d can tighten the bound.
- The arithmetic is exact and d is given. Quadrature error, rounding, periodic images and the quality of the underlying densities are not treated.
